# An endpoint identity relating mean \(r^{-3}\) to mean force in a central potential

Take a free electron with zero angular momentum. In atomic units its reduced radial function \(u(r)\), which is \(r\) times the radial wavefunction, obeys \(u''=Wu\) with the constant \(W=-2E\), where \(E\) is the energy. Differentiating \(Wu^2-(u')^2\) gives

\[
2Wuu'-2u'u''=2Wuu'-2u'Wu=0 ,
\]

so this combination has the same value at every radius. If \(W\) depends on \(r\), the same cancellation takes place and only the term \(W'u^2\) survives. Since \(W'\) contains both the slope of the potential and a multiple of \(r^{-3}\), integrating it ties the two together.

## The identity on an interval and on the half-line

For a central potential \(V\) and angular parameter \(l\), the radial equation is \(u''=Wu\) with

\[
W(r)=\frac{l(l+1)}{r^2}+2V(r)-2E,\qquad
W'(r)=2V'(r)-\frac{2l(l+1)}{r^3}.
\]

Let \(G=Wu^2-(u')^2\). Then

\[
G'=W'u^2+2Wuu'-2u'u''=W'u^2 .
\]

Let \(0<a\le b\), with \(V\) continuously differentiable on \([a,b]\). Integration gives

\[
\int_a^b\left(2V'-\frac{2l(l+1)}{r^3}\right)u^2\,dr=G(b)-G(a).
\]

The function \(u\) need not be normalised or satisfy any boundary condition. At \(a=b\) both sides are zero.

Now let \(a\to0\) and \(b\to\infty\). If \(G\) tends to zero at both ends and the integrals of \(V'u^2\) and \(u^2/r^3\) converge separately, the left side can be split, and division by 2 leaves

\[
l(l+1)\int_0^\infty\frac{u^2}{r^3}\,dr=\int_0^\infty V'u^2\,dr .
\]

For a normalised \(u\) these integrals are the means of \(r^{-3}\) and of \(V'\), which is the inward radial force. For the Coulomb potential \(V=-Z/r\), with \(Z\) the nuclear charge, \(V'=Z/r^2\), and therefore

\[
l(l+1)\int_0^\infty\frac{u^2}{r^3}\,dr=Z\int_0^\infty\frac{u^2}{r^2}\,dr .
\]

In a non-relativistic one-electron atom with \(l\ge1\), this turns the mean \(r^{-3}\) needed for the first-order spin-orbit splitting into the simpler mean \(r^{-2}\).

The limit at the origin needs care for s states. Setting \(l=0\) in the last formula would give \(Z\int u^2/r^2=0\), which is absurd. The unnormalised hydrogen 1s function \(u=re^{-r}\) shows what went wrong: \(G\to-u'(0)^2=-1\) at the origin, and \(\int u^2/r^3\) diverges. Keeping the endpoint term and setting \(l=0\) before integrating gives \(2\int u^2/r^2=u'(0)^2\), and both sides equal 1.

## The radial equation as a pair of slopes

The Lean development works with real functions of a real radius.

```lean
import Mathlib

open MeasureTheory Set Filter Topology

namespace RadialMeanForce

noncomputable section
```

The coefficient \(W\) is `radialW`. It fixes atomic units, with unit mass in the radial equation. Both `l` and `E` are arbitrary real numbers, so neither integer angular momentum nor energy quantisation is used.

```lean
/-- The coefficient `W(r) = l(l+1)/r² + 2V(r) - 2E` of the radial equation in atomic units. -/
def radialW (l E : ℝ) (V : ℝ → ℝ) (r : ℝ) : ℝ := l * (l + 1) / r ^ 2 + 2 * V r - 2 * E
```

The second-order equation is stated as two first-order ones: `u` has slope `p`, and `p` has slope \(Wu\). On an interval of positive length, `p` is thus \(u'\). The derivatives are taken within the region `s`, which makes them one-sided at the endpoints of a closed interval.

```lean
/-- On the region `s` the reduced radial function `u` has slope `p` and satisfies `u'' = W u`. -/
def IsRadialSolution (s : Set ℝ) (l E : ℝ) (V u p : ℝ → ℝ) : Prop :=
  ∀ r ∈ s, HasDerivWithinAt u (p r) s r ∧ HasDerivWithinAt p (radialW l E V r * u r) s r
```

The quantity \(G\) becomes `endpointTerm`, with `p` in place of \(u'\).

```lean
/-- The endpoint term `W u² - (u')²`, with `p` standing for `u'`. -/
def endpointTerm (l E : ℝ) (V u p : ℝ → ℝ) (r : ℝ) : ℝ :=
  radialW l E V r * u r ^ 2 - p r ^ 2
```

The Coulomb potential is defined separately for later use.

```lean
/-- The Coulomb potential `-Z/r`. -/
def coulomb (Z r : ℝ) : ℝ := -Z / r
```

## Differentiating the endpoint term

The first theorem is the pointwise statement \(G'=W'u^2\), at any nonzero `r` in the region. The function `F` stands for \(V'\), a role given to it by the hypothesis `hV`.

In the proof, `h1` differentiates the centrifugal term and `hW` adds the potential to obtain \(W'\). The facts `hu2` and `hp2` give the derivatives of \(u^2\) and \((u')^2\), the second with \(u''\) already replaced by \(Wu\). The product rule combines them, and the closing `ring` carries out the cancellation of \(2Wuu'\).

```lean
/-- Along a radial solution the endpoint term changes at the rate `W' u²`. -/
theorem endpointTerm_deriv {s : Set ℝ} {l E r : ℝ} {V F u p : ℝ → ℝ}
    (hr : r ≠ 0) (hs : r ∈ s) (hV : HasDerivWithinAt V (F r) s r)
    (h : IsRadialSolution s l E V u p) :
    HasDerivWithinAt (endpointTerm l E V u p)
      ((2 * F r - 2 * l * (l + 1) / r ^ 3) * u r ^ 2) s r := by
  obtain ⟨hu, hp⟩ := h r hs
  have hq : HasDerivAt (fun x : ℝ => x ^ 2) (2 * r) r := by simpa using hasDerivAt_pow 2 r
  -- the centrifugal part of W'
  have h1 : HasDerivAt (fun x : ℝ => l * (l + 1) / x ^ 2) (-(2 * l * (l + 1) / r ^ 3)) r := by
    refine ((hasDerivAt_const r (l * (l + 1))).fun_div hq (pow_ne_zero 2 hr)).congr_deriv ?_
    field_simp
    ring
  have hW : HasDerivWithinAt (radialW l E V) (2 * F r - 2 * l * (l + 1) / r ^ 3) s r := by
    refine ((h1.hasDerivWithinAt.fun_add (hV.const_mul 2)).sub_const (2 * E)).congr_deriv ?_
    ring
  have hu2 : HasDerivWithinAt (fun x => u x ^ 2) (2 * u r * p r) s r := by
    simpa using hu.fun_pow 2
  have hp2 : HasDerivWithinAt (fun x => p x ^ 2) (2 * p r * (radialW l E V r * u r)) s r := by
    simpa using hp.fun_pow 2
  -- the two terms 2 W u u' cancel
  refine ((hW.fun_mul hu2).fun_sub hp2).congr_deriv ?_
  ring
```

## Integrating between two positive radii

The next theorem is the interval identity. Its hypotheses are \(0<a\le b\), a potential with continuous derivative `F` on \([a,b]\), and a radial solution there. The condition \(a>0\) keeps the centrifugal singularity outside the interval.

The proof supplies what the fundamental theorem of calculus requires. Here `hd` applies the derivative formula at every point, and `hc` shows that the integrand is continuous and hence integrable. At interior points the derivative within the interval is an ordinary derivative.

```lean
/-- For a radial solution on `[a,b]` with `a > 0` and `V'` continuous, the integral of `(2V' -
2l(l+1)/r³) u²` equals the endpoint difference of `W u² - (u')²`. -/
theorem integral_force_eq_endpoint {a b l E : ℝ} {V F u p : ℝ → ℝ}
    (ha : 0 < a) (hab : a ≤ b)
    (hV : ∀ r ∈ Icc a b, HasDerivWithinAt V (F r) (Icc a b) r)
    (hF : ContinuousOn F (Icc a b)) (h : IsRadialSolution (Icc a b) l E V u p) :
    ∫ r in a..b, (2 * F r - 2 * l * (l + 1) / r ^ 3) * u r ^ 2
      = endpointTerm l E V u p b - endpointTerm l E V u p a := by
  have hpos : ∀ r ∈ Icc a b, r ≠ 0 := fun r hr => (lt_of_lt_of_le ha hr.1).ne'
  have hd := fun r (hr : r ∈ Icc a b) => endpointTerm_deriv (hpos r hr) hr (hV r hr) h
  have hu : ContinuousOn u (Icc a b) := fun r hr => (h r hr).1.continuousWithinAt
  have hc : ContinuousOn (fun r => (2 * F r - 2 * l * (l + 1) / r ^ 3) * u r ^ 2)
      (Icc a b) :=
    ((continuousOn_const.mul hF).sub (continuousOn_const.div (continuous_pow 3).continuousOn
      (fun r hr => pow_ne_zero 3 (hpos r hr)))).mul (hu.pow 2)
  exact intervalIntegral.integral_eq_sub_of_hasDerivAt_of_le hab
    (fun r hr => (hd r hr).continuousWithinAt)
    (fun r hr => (hd r (Ioo_subset_Icc_self hr)).hasDerivAt (Icc_mem_nhds hr.1 hr.2))
    (hc.intervalIntegrable_of_Icc hab)
```

## Letting the interval fill the half-line

On \((0,\infty)\), the hypotheses `hF` and `hR` state that the two integrals converge, while `h0` and `hinf` state that \(G\) vanishes at the two ends. These conditions are assumed, not derived from the differential equation. Physically they describe a bound state that decays at large distance and is regular at the origin, with \(l\ge1\) if the potential there is finite or Coulomb-like. Continuity of `F` is no longer required, because integrability is assumed directly.

The fundamental theorem used here needs a function that is continuous up to the origin, whereas the hypotheses say nothing about the value of `endpointTerm` at \(r=0\) itself. The proof therefore uses `Function.update` to assign the limiting value 0 there. It then checks that this changes neither the derivative at positive radii (`hd`) nor the limit at infinity (`ht`). The fact `key` is the integrated identity, split into its two integrals; multiplying it by \(-1/2\) gives the result.

```lean
/-- For a radial solution on the half-line, if the endpoint term vanishes at the origin and at
infinity and both integrals converge, then `l(l+1)` times the integral of `u²/r³` equals that of `V'
u²`. -/
theorem inverse_cube_eq_mean_force {l E : ℝ} {V F u p : ℝ → ℝ}
    (hV : ∀ r ∈ Ioi (0 : ℝ), HasDerivWithinAt V (F r) (Ioi 0) r)
    (h : IsRadialSolution (Ioi 0) l E V u p)
    (hF : IntegrableOn (fun r => F r * u r ^ 2) (Ioi 0))
    (hR : IntegrableOn (fun r => u r ^ 2 / r ^ 3) (Ioi 0))
    (h0 : Tendsto (endpointTerm l E V u p) (𝓝[>] 0) (𝓝 0))
    (hinf : Tendsto (endpointTerm l E V u p) atTop (𝓝 0)) :
    l * (l + 1) * ∫ r in Ioi (0 : ℝ), u r ^ 2 / r ^ 3 = ∫ r in Ioi (0 : ℝ), F r * u r ^ 2 := by
  -- extend the endpoint term to the origin by its limit
  have hc : ContinuousWithinAt (Function.update (endpointTerm l E V u p) 0 0) (Ici 0) 0 := by
    rw [continuousWithinAt_update_same]
    exact h0.mono_left (nhdsWithin_mono 0 fun x hx =>
      show (0 : ℝ) < x from lt_of_le_of_ne hx.1 (fun e => hx.2 e.symm))
  have hd : ∀ r ∈ Ioi (0 : ℝ), HasDerivAt (Function.update (endpointTerm l E V u p) 0 0)
      (2 * (F r * u r ^ 2) - 2 * l * (l + 1) * (u r ^ 2 / r ^ 3)) r := by
    intro r hr
    have h1 := (endpointTerm_deriv (Set.mem_Ioi.mp hr).ne' hr (hV r hr) h).hasDerivAt
      (Ioi_mem_nhds hr)
    refine (h1.congr_of_eventuallyEq ?_).congr_deriv (by ring)
    filter_upwards [Ioi_mem_nhds hr] with x hx
    exact Function.update_of_ne (Set.mem_Ioi.mp hx).ne' _ _
  have ht : Tendsto (Function.update (endpointTerm l E V u p) 0 0) atTop (𝓝 0) := by
    refine hinf.congr' ?_
    filter_upwards [eventually_gt_atTop (0 : ℝ)] with x hx
    exact (Function.update_of_ne hx.ne' _ _).symm
  have i1 : Integrable (fun r => 2 * (F r * u r ^ 2)) (volume.restrict (Ioi 0)) :=
    Integrable.const_mul hF 2
  have i2 : Integrable (fun r => 2 * l * (l + 1) * (u r ^ 2 / r ^ 3))
      (volume.restrict (Ioi 0)) := Integrable.const_mul hR _
  have key := integral_Ioi_of_hasDerivAt_of_tendsto hc hd (i1.sub i2) ht
  rw [integral_sub i1 i2, integral_const_mul, integral_const_mul, Function.update_self] at key
  linear_combination (-1 / 2) * key
```

The Coulomb theorem is the special case \(F(r)=Z/r^2\). Its proof computes this derivative, derives integrability of the force term from that of \(u^2/r^2\), and takes the constant \(Z\) inside the integral on the right-hand side, where the two integrands agree. The hypotheses exclude the 1s state discussed above, since both `hR` and `h0` fail for it. The theorem relates two integrals and evaluates neither.

```lean
/-- For a radial solution on the half-line in the Coulomb potential `-Z/r`, if the endpoint term
vanishes at the origin and at infinity and the integrals of `u²/r²` and `u²/r³` converge, then
`l(l+1)` times the integral of `u²/r³` equals `Z` times the integral of `u²/r²`. -/
theorem coulomb_inverse_cube {l E Z : ℝ} {u p : ℝ → ℝ}
    (h : IsRadialSolution (Ioi 0) l E (coulomb Z) u p)
    (hS : IntegrableOn (fun r => u r ^ 2 / r ^ 2) (Ioi 0))
    (hR : IntegrableOn (fun r => u r ^ 2 / r ^ 3) (Ioi 0))
    (h0 : Tendsto (endpointTerm l E (coulomb Z) u p) (𝓝[>] 0) (𝓝 0))
    (hinf : Tendsto (endpointTerm l E (coulomb Z) u p) atTop (𝓝 0)) :
    l * (l + 1) * ∫ r in Ioi (0 : ℝ), u r ^ 2 / r ^ 3
      = Z * ∫ r in Ioi (0 : ℝ), u r ^ 2 / r ^ 2 := by
  have hV : ∀ r ∈ Ioi (0 : ℝ), HasDerivWithinAt (coulomb Z) (Z / r ^ 2) (Ioi 0) r := by
    intro r hr
    have h1 := (hasDerivAt_const r (-Z)).fun_div (hasDerivAt_id' r) (Set.mem_Ioi.mp hr).ne'
    exact (h1.congr_deriv (by ring)).hasDerivWithinAt
  have e : (fun r => Z / r ^ 2 * u r ^ 2) = fun r => Z * (u r ^ 2 / r ^ 2) := by
    funext r
    ring
  have hF : IntegrableOn (fun r => Z / r ^ 2 * u r ^ 2) (Ioi 0) := by
    rw [e]
    exact Integrable.const_mul hS Z
  have key := inverse_cube_eq_mean_force (F := fun r => Z / r ^ 2) hV h hF hR h0 hinf
  rw [key, ← integral_const_mul]
  exact congrArg (fun f : ℝ → ℝ => ∫ r in Ioi (0 : ℝ), f r) e
```

## The hydrogen 2p state

A concrete bound state shows that the conditions can be met. The hydrogen 2p function, up to normalisation, is \(u=r^2e^{-r/2}\), with \(l=1\), \(Z=1\) and \(E=-1/8\).

```lean
/-- The unnormalised hydrogen 2p reduced radial function `r² exp(-r/2)`. -/
def u2p (r : ℝ) : ℝ := r ^ 2 * Real.exp (-r / 2)
```

Its slope follows from the product rule.

```lean
/-- The slope `(2r - r²/2) exp(-r/2)` of the 2p function. -/
def slope2p (r : ℝ) : ℝ := (2 * r - r ^ 2 / 2) * Real.exp (-r / 2)
```

The exponential identity \(e^{-r}=(e^{-r/2})^2\) lets the remaining algebra treat \(e^{-r/2}\) as a single symbol.

```lean
lemma exp_half_sq (r : ℝ) : Real.exp (-r) = Real.exp (-r / 2) ^ 2 := by
  rw [sq, ← Real.exp_add]
  congr 1
  ring
```

For this state

\[
W=\frac{2}{r^2}-\frac{2}{r}+\frac14 ,
\]

so the two parts of the endpoint term are

\[
Wu^2=\left(2r^2-2r^3+\frac{r^4}{4}\right)e^{-r},\qquad
(u')^2=\left(4r^2-2r^3+\frac{r^4}{4}\right)e^{-r}.
\]

Their difference is \(-2r^2e^{-r}\), which vanishes at both ends of the half-line.

```lean
/-- For the 2p function the endpoint term is `-2 r² exp(-r)` at every `r ≠ 0`. -/
theorem endpointTerm_2p {r : ℝ} (hr : r ≠ 0) :
    endpointTerm 1 (-1 / 8) (coulomb 1) u2p slope2p r = -2 * (r ^ 2 * Real.exp (-r)) := by
  unfold endpointTerm radialW coulomb u2p slope2p
  rw [exp_half_sq]
  generalize Real.exp (-r / 2) = e
  field_simp
  ring
```

The last theorem collects all five hypotheses of the Coulomb relation for this state. The first part of the proof differentiates `u2p` and `slope2p` and verifies the radial equation. The next two recognise \(u^2/r^2=r^2e^{-r}\) and \(u^2/r^3=re^{-r}\) as Gamma-function integrands, with parameters 3 and 2. The final two obtain the limits from the closed form of the endpoint term.

The Gamma integrals also give a numerical check by hand. The unnormalised integrals of \(u^2/r^2\) and \(u^2/r^3\) are 2 and 1, and \(\int_0^\infty u^2\,dr=24\). The normalised means are therefore \(\langle r^{-2}\rangle=1/12\) and \(\langle r^{-3}\rangle=1/24\), in agreement with \(2\langle r^{-3}\rangle=\langle r^{-2}\rangle\).

```lean
/-- The 2p function with `l = 1`, `Z = 1`, `E = -1/8` meets all hypotheses of the Coulomb
relation `coulomb_inverse_cube`. -/
theorem coulomb_inverse_cube_witness :
    IsRadialSolution (Ioi 0) 1 (-1 / 8) (coulomb 1) u2p slope2p ∧
    IntegrableOn (fun r => u2p r ^ 2 / r ^ 2) (Ioi 0) ∧
    IntegrableOn (fun r => u2p r ^ 2 / r ^ 3) (Ioi 0) ∧
    Tendsto (endpointTerm 1 (-1 / 8) (coulomb 1) u2p slope2p) (𝓝[>] 0) (𝓝 0) ∧
    Tendsto (endpointTerm 1 (-1 / 8) (coulomb 1) u2p slope2p) atTop (𝓝 0) := by
  refine ⟨fun r hr => ?_, ?_, ?_, ?_, ?_⟩
  · have hr0 : r ≠ 0 := (Set.mem_Ioi.mp hr).ne'
    have he : HasDerivAt (fun x : ℝ => Real.exp (-x / 2)) (Real.exp (-r / 2) * (-1 / 2)) r :=
      ((hasDerivAt_id' r).fun_neg.div_const 2).exp
    have hq : HasDerivAt (fun x : ℝ => x ^ 2) (2 * r) r := by simpa using hasDerivAt_pow 2 r
    constructor
    · refine ((hq.fun_mul he).congr_deriv ?_).hasDerivWithinAt
      unfold slope2p
      ring
    · refine ((((hasDerivAt_id' r).const_mul 2).fun_sub (hq.div_const 2)).fun_mul
        he |>.congr_deriv ?_).hasDerivWithinAt
      unfold radialW coulomb u2p
      generalize Real.exp (-r / 2) = e
      field_simp
      ring
  -- both densities are Gamma-function integrands
  · refine (Real.GammaIntegral_convergent (s := 3) (by norm_num)).congr_fun
      (fun r hr => ?_) measurableSet_Ioi
    have hr0 : r ≠ 0 := (Set.mem_Ioi.mp hr).ne'
    have e3 : (3 : ℝ) - 1 = 2 := by norm_num
    simp only [e3, Real.rpow_two, u2p, exp_half_sq]
    generalize Real.exp (-r / 2) = e
    field_simp
  · refine (Real.GammaIntegral_convergent (s := 2) (by norm_num)).congr_fun
      (fun r hr => ?_) measurableSet_Ioi
    have hr0 : r ≠ 0 := (Set.mem_Ioi.mp hr).ne'
    have e2 : (2 : ℝ) - 1 = 1 := by norm_num
    simp only [e2, Real.rpow_one, u2p, exp_half_sq]
    generalize Real.exp (-r / 2) = e
    field_simp
  · have hc : Continuous (fun r : ℝ => -2 * (r ^ 2 * Real.exp (-r))) := by fun_prop
    refine ((hc.tendsto' 0 0 (by simp)).mono_left nhdsWithin_le_nhds).congr' ?_
    filter_upwards [self_mem_nhdsWithin] with r hr
    exact (endpointTerm_2p (Set.mem_Ioi.mp hr).ne').symm
  · have ht := (Real.tendsto_pow_mul_exp_neg_atTop_nhds_zero 2).const_mul (-2)
    rw [mul_zero] at ht
    refine ht.congr' ?_
    filter_upwards [eventually_gt_atTop (0 : ℝ)] with r hr
    exact (endpointTerm_2p hr.ne').symm

end

end RadialMeanForce
```

```lean
#print axioms RadialMeanForce.integral_force_eq_endpoint
#print axioms RadialMeanForce.inverse_cube_eq_mean_force
#print axioms RadialMeanForce.coulomb_inverse_cube
```

```
'RadialMeanForce.integral_force_eq_endpoint' depends on axioms: [propext, Classical.choice, Quot.sound]
'RadialMeanForce.inverse_cube_eq_mean_force' depends on axioms: [propext, Classical.choice, Quot.sound]
'RadialMeanForce.coulomb_inverse_cube' depends on axioms: [propext, Classical.choice, Quot.sound]
```
